# LO-TO interlacing: a non-negative rank-one field term lowers no sorted squared frequency and lifts none past the next unperturbed one

A phonon code that adds the macroscopic-field term at the zone centre with the wrong sign still diagonalises a real symmetric matrix and still prints real squared frequencies. The same happens if the term is accidentally summed over several directions. Without a relation between the spectra before and after the correction, the printed list need not reveal either fault.

## Two inequalities for every branch

Let $D$ be a real symmetric $n\times n$ matrix, $z$ a real vector and $c\ge 0$. Write $t_0\le\dots\le t_{n-1}$ for the eigenvalues of $D$ and $l_0\le\dots\le l_{n-1}$ for those of $D' = D + c\,zz^{\mathsf T}$. Then

$$
t_k \le l_k \quad (0\le k<n), \qquad l_k \le t_{k+1} \quad (0\le k,\ k+1<n).
$$

Three consequences follow:

- The shifts $l_k-t_k$ add up to $c|z|^2$, where $|z|^2=z\cdot z$.
- No single shift exceeds $c|z|^2$. This also bounds the top branch, which has no $t_{k+1}$ above it.
- If $t_k=t_{k+1}$, then $l_k=t_k$.

In a harmonic insulating crystal, periodic in three dimensions and with $N$ atoms per cell, $n=3N$ and $D$ is the mass-weighted dynamical matrix at the zone centre without the macroscopic field. For a fixed direction $\hat q$ of approach to the zone centre, the field term has, in Gaussian units,

$$
c=\frac{4\pi e^2}{\Omega\;\hat q\cdot\varepsilon_\infty\hat q},\qquad
z_{s\alpha}=\frac{1}{\sqrt{M_s}}\sum_\beta \hat q_\beta Z^*_{s,\beta\alpha},
$$

with cell volume $\Omega$, electronic dielectric tensor $\varepsilon_\infty$, atomic masses $M_s$ and Born charges $Z^*_s$ in units of $e$. The condition $c\ge0$ is met when $\varepsilon_\infty$ is positive definite; the field produced by a polar displacement then adds a restoring force. The labels TO and LO stand here for "without" and "with" the field term. In a low-symmetry crystal the modes need not be purely transverse or longitudinal.

## Checks on a zone-centre phonon calculation

These relations can be tested by comparing the two sorted lists for one direction $\hat q$ in the harmonic model. A negative $c$ with $z\neq0$ makes the total shift negative, so at least one branch violates $t_k\le l_k$. A correction of rank higher than one can violate $l_k\le t_{k+1}$.

Both inequalities hold for every $z$ and every $c\ge0$, so they do not detect a wrong non-negative prefactor or wrong masses in $z$. The sum rule detects such an error if it changes $c|z|^2$, provided that the correct value is computed independently of the matrix being tested. Some errors escape it: for two atoms with opposite Born charges, exchanging the two masses in $z$ leaves $|z|^2$ unchanged.

Degeneracies give a sharper check. If $m$ consecutive values of $t_k$ coincide, the lowest $m-1$ of them stay where they are. In a cubic crystal with two atoms per cell, the threefold TO level therefore keeps two members. When the Born charges sum to zero and the TO level lies above the three acoustic zeros, the third takes the whole shift $c|z|^2$.

The comparison is by rank, not by mode character: $l_k$ need not belong to a mode resembling the one with eigenvalue $t_k$. In floating-point arithmetic it needs a tolerance scaled to the norm of the matrices.

## Derivation by counting constraints

Let $A$ be real symmetric with ascending eigenvalues $a_k$ and orthonormal eigenvectors $v_k$. Completeness gives $x\cdot y=\sum_k (v_k\cdot x)(v_k\cdot y)$. Setting $y=x$ gives $|x|^2=\sum_k (v_k\cdot x)^2$. Setting $y=Ax$ and using $v_k\cdot Ax=(Av_k)\cdot x=a_k\,(v_k\cdot x)$ gives

$$
x\cdot Ax=\sum_k a_k\,(v_k\cdot x)^2 ,
$$

which for $A=D$ is twice the harmonic potential energy per cell at zero macroscopic field, when $x$ is a mass-weighted displacement repeated in every cell.

If $v_i\cdot x=0$ for all $i<k$, only terms with $a_i\ge a_k$ remain, so $x\cdot Ax\ge a_k|x|^2$. If $v_i\cdot x=0$ for all $i>k$, only terms with $a_i\le a_k$ remain, so $x\cdot Ax\le a_k|x|^2$.

A suitable $x$ always exists if there are at most $n-1$ orthogonality constraints. Write the constraint vectors as rows of an $n\times n$ matrix $W$ and fill at least one row with zeros. Then $\det W=0$, and some $x\ne0$ satisfies $Wx=0$.

Let $e_i$ be the eigenvectors of $D$ and $f_i$ those of $D'$. The field term contributes

$$
x\cdot D'x = x\cdot Dx + c\,(z\cdot x)^2 .
$$

**Lower bound.** Require $e_i\cdot x=0$ for $i<k$ and $f_i\cdot x=0$ for $i>k$. These are $k+(n-1-k)=n-1$ constraints, so a nonzero $x$ exists, and

$$
t_k|x|^2\le x\cdot Dx\le x\cdot Dx+c\,(z\cdot x)^2=x\cdot D'x\le l_k|x|^2 .
$$

Dividing by $|x|^2>0$ gives $t_k\le l_k$.

**Upper bound.** Let $k+1<n$. Require $f_i\cdot x=0$ for $i<k$, $z\cdot x=0$, and $e_i\cdot x=0$ for $i>k+1$. These are $k+1+(n-2-k)=n-1$ constraints. The field term vanishes for this $x$, so

$$
l_k|x|^2\le x\cdot D'x=x\cdot Dx\le t_{k+1}|x|^2 ,
$$

and division by $|x|^2$ gives $l_k\le t_{k+1}$.

**Shifts.** The sum of the eigenvalues is the trace, hence

$$
\sum_k(l_k-t_k)=\operatorname{tr}D'-\operatorname{tr}D=c\sum_i z_i^2=c|z|^2 .
$$

Every term on the left is non-negative by the lower bound, so none exceeds the total. If $t_k=t_{k+1}$, the chain $t_k\le l_k\le t_{k+1}=t_k$ forces equality.

## The inequalities and their proof in Lean

```lean
import Mathlib

open Matrix

namespace LOTOInterlacing

noncomputable section

variable {n : ℕ} {A D : Matrix (Fin n) (Fin n) ℝ}

/-- The squared frequencies of a real symmetric dynamical matrix, in ascending order. -/
def branch (hA : A.IsHermitian) (k : Fin n) : ℝ :=
  hA.eigenvalues (Tuple.sort hA.eigenvalues k)

/-- The normalised polarisation vector belonging to the `k`-th squared frequency. -/
def mode (hA : A.IsHermitian) (k : Fin n) : Fin n → ℝ :=
  (hA.eigenvectorBasis (Tuple.sort hA.eigenvalues k)).ofLp

/-- The dynamical matrix `D` with the rank-one macroscopic-field term `c z zᵀ` added. -/
def withField (D : Matrix (Fin n) (Fin n) ℝ) (c : ℝ) (z : Fin n → ℝ) :
    Matrix (Fin n) (Fin n) ℝ :=
  D + c • vecMulVec z z

/-- Completeness of the normal modes: the scalar product of two displacements is the sum of
products of their normal coordinates. -/
theorem mode_completeness (hA : A.IsHermitian) (x y : Fin n → ℝ) :
    ∑ k, (mode hA k ⬝ᵥ x) * (mode hA k ⬝ᵥ y) = x ⬝ᵥ y := by
  have inner_dot : ∀ a b : EuclideanSpace ℝ (Fin n),
      inner ℝ a b = a.ofLp ⬝ᵥ b.ofLp := by
    intro a b
    simp [PiLp.inner_apply, dotProduct, mul_comm]
  have h := hA.eigenvectorBasis.sum_inner_mul_inner (WithLp.toLp 2 x) (WithLp.toLp 2 y)
  simp only [inner_dot] at h
  -- sorting the modes only permutes the terms of the sum
  have h2 := Equiv.sum_comp (Tuple.sort hA.eigenvalues)
    (fun i => ((hA.eigenvectorBasis i).ofLp ⬝ᵥ x) * ((hA.eigenvectorBasis i).ofLp ⬝ᵥ y))
  refine h2.trans (Eq.trans ?_ h)
  exact Finset.sum_congr rfl fun i _ => congrArg₂ (· * ·) (dotProduct_comm _ _) rfl

/-- The quadratic form of the dynamical matrix is the sum of squared normal coordinates
weighted by the squared frequencies. -/
theorem energy_eq_sum (hA : A.IsHermitian) (x : Fin n → ℝ) :
    x ⬝ᵥ A *ᵥ x = ∑ k, branch hA k * (mode hA k ⬝ᵥ x) ^ 2 := by
  rw [← mode_completeness hA x (A *ᵥ x)]
  refine Finset.sum_congr rfl fun k _ => ?_
  have hs : Aᵀ = A := (conjTranspose_eq_transpose_of_trivial A).symm.trans hA.eq
  have he : A *ᵥ mode hA k = branch hA k • mode hA k := hA.mulVec_eigenvectorBasis _
  have h : mode hA k ⬝ᵥ A *ᵥ x = branch hA k * (mode hA k ⬝ᵥ x) := by
    rw [dotProduct_mulVec, ← mulVec_transpose, hs, he, smul_dotProduct, smul_eq_mul]
  rw [h]
  ring

/-- A displacement without components on the branches below `k` has at least the energy set by
branch `k`; one without components on the branches above `k` has at most that energy. -/
theorem energy_bounds (hA : A.IsHermitian) (k : Fin n) (x : Fin n → ℝ) :
    ((∀ i, i < k → mode hA i ⬝ᵥ x = 0) → branch hA k * (x ⬝ᵥ x) ≤ x ⬝ᵥ A *ᵥ x) ∧
    ((∀ i, k < i → mode hA i ⬝ᵥ x = 0) → x ⬝ᵥ A *ᵥ x ≤ branch hA k * (x ⬝ᵥ x)) := by
  have mono : Monotone (branch hA) := Tuple.monotone_sort hA.eigenvalues
  rw [energy_eq_sum hA x, ← mode_completeness hA x x, Finset.mul_sum]
  constructor
  · intro hx
    refine Finset.sum_le_sum fun i _ => ?_
    rcases lt_or_ge i k with h | h
    · simp [hx i h]
    · nlinarith [mul_le_mul_of_nonneg_right (mono h) (sq_nonneg (mode hA i ⬝ᵥ x))]
  · intro hx
    refine Finset.sum_le_sum fun i _ => ?_
    rcases lt_or_ge k i with h | h
    · simp [hx i h]
    · nlinarith [mul_le_mul_of_nonneg_right (mono h) (sq_nonneg (mode hA i ⬝ᵥ x))]

/-- If one of `n` constraint vectors is zero, some nonzero displacement is orthogonal to
all of them. -/
theorem exists_displacement (w : Fin n → Fin n → ℝ) (k : Fin n) (hk : w k = 0) :
    ∃ x : Fin n → ℝ, 0 < x ⬝ᵥ x ∧ ∀ i, w i ⬝ᵥ x = 0 := by
  have hdet : (Matrix.of w).det = 0 :=
    det_eq_zero_of_row_eq_zero k fun j => congrFun hk j
  obtain ⟨x, hx0, hx⟩ := exists_mulVec_eq_zero_iff.mpr hdet
  refine ⟨x, lt_of_le_of_ne ?_ ?_, fun i => congrFun hx i⟩
  · exact Finset.sum_nonneg fun i _ => mul_self_nonneg (x i)
  · exact fun h => hx0 (dotProduct_self_eq_zero.mp h.symm)

/-- The dynamical matrix stays symmetric when the macroscopic-field term is added. -/
theorem withField_isHermitian (hD : D.IsHermitian) (c : ℝ) (z : Fin n → ℝ) :
    (withField D c z).IsHermitian := by
  refine IsHermitian.ext fun i j => ?_
  have h : D j i = D i j := by simpa using hD.apply i j
  rw [star_trivial]
  show D j i + c * (z j * z i) = D i j + c * (z i * z j)
  rw [h]
  ring

/-- The macroscopic field adds `c (z · x)²` to the quadratic form of a displacement `x`. -/
theorem withField_energy (D : Matrix (Fin n) (Fin n) ℝ) (c : ℝ) (z x : Fin n → ℝ) :
    x ⬝ᵥ withField D c z *ᵥ x = x ⬝ᵥ D *ᵥ x + c * (z ⬝ᵥ x) ^ 2 := by
  have h : (c • vecMulVec z z) *ᵥ x = (c * (z ⬝ᵥ x)) • z := by
    ext i
    show ∑ j, c * (z i * z j) * x j = c * (∑ j, z j * x j) * z i
    rw [Finset.mul_sum, Finset.sum_mul]
    exact Finset.sum_congr rfl fun j _ => by ring
  rw [withField, add_mulVec, dotProduct_add, h, dotProduct_smul, smul_eq_mul,
    dotProduct_comm x z]
  ring

/-- LO-TO interlacing: for `c ≥ 0` each squared frequency with the field lies at or above the
one of the same rank without the field, and at or below the next one without the field. -/
theorem lo_to_interlacing (hD : D.IsHermitian) {c : ℝ} (hc : 0 ≤ c) (z : Fin n → ℝ) :
    (∀ k, branch hD k ≤ branch (withField_isHermitian hD c z) k) ∧
    (∀ (k : Fin n) (h : k.val + 1 < n),
      branch (withField_isHermitian hD c z) k ≤ branch hD ⟨k.val + 1, h⟩) := by
  have hL := withField_isHermitian hD c z
  constructor
  · intro k
    -- no TO component below k, no LO component above k: n - 1 constraints
    obtain ⟨x, hs, hr⟩ := exists_displacement
      (fun i => if i < k then mode hD i else if k < i then mode hL i else 0) k (by simp)
    have h1 := (energy_bounds hD k x).1 fun i hi => by
      have q := hr i
      simp only [if_pos hi] at q
      exact q
    have h2 := (energy_bounds hL k x).2 fun i hi => by
      have q := hr i
      simp only [if_neg hi.asymm, if_pos hi] at q
      exact q
    rw [withField_energy] at h2
    have h3 : 0 ≤ c * (z ⬝ᵥ x) ^ 2 := mul_nonneg hc (sq_nonneg _)
    exact le_of_mul_le_mul_right (by linarith) hs
  · intro k h
    -- no LO component below k, no coupling to the field, no TO component above k + 1
    obtain ⟨x, hs, hr⟩ := exists_displacement
      (fun i => if i < k then mode hL i else if i = k then z else
        if (⟨k.val + 1, h⟩ : Fin n) < i then mode hD i else 0) ⟨k.val + 1, h⟩
      (by simp [Fin.lt_def, Fin.ext_iff])
    have h1 := (energy_bounds hL k x).1 fun i hi => by
      have q := hr i
      simp only [if_pos hi] at q
      exact q
    have hz : z ⬝ᵥ x = 0 := by simpa using hr k
    have h2 := (energy_bounds hD ⟨k.val + 1, h⟩ x).2 fun i hi => by
      have hi' : k.val + 1 < i.val := hi
      have n1 : ¬ i < k := fun q => by
        have q' : i.val < k.val := q
        omega
      have n2 : ¬ i = k := fun q => by
        rw [q] at hi'
        omega
      have q := hr i
      simp only [if_neg n1, if_neg n2, if_pos hi] at q
      exact q
    rw [withField_energy, hz] at h1
    exact le_of_mul_le_mul_right (by linarith) hs

/-- Sum rule: the shifts of all squared frequencies caused by the field add up to `c |z|²`. -/
theorem total_shift (hD : D.IsHermitian) (c : ℝ) (z : Fin n → ℝ) :
    ∑ k, (branch (withField_isHermitian hD c z) k - branch hD k) = c * (z ⬝ᵥ z) := by
  have tr : ∀ {B : Matrix (Fin n) (Fin n) ℝ} (hB : B.IsHermitian),
      ∑ k, branch hB k = B.trace := by
    intro B hB
    refine (Equiv.sum_comp (Tuple.sort hB.eigenvalues) hB.eigenvalues).trans ?_
    simpa using hB.trace_eq_sum_eigenvalues.symm
  have h : (withField D c z).trace = D.trace + c * (z ⬝ᵥ z) := by
    show ∑ i, (D i i + c * (z i * z i)) = ∑ i, D i i + c * ∑ i, z i * z i
    rw [Finset.sum_add_distrib, Finset.mul_sum]
  rw [Finset.sum_sub_distrib, tr, tr, h]
  ring

/-- For `c ≥ 0` the field raises no single squared frequency by more than `c |z|²`. -/
theorem single_shift_le (hD : D.IsHermitian) {c : ℝ} (hc : 0 ≤ c) (z : Fin n → ℝ)
    (k : Fin n) :
    branch (withField_isHermitian hD c z) k - branch hD k ≤ c * (z ⬝ᵥ z) := by
  rw [← total_shift hD c z]
  exact Finset.single_le_sum
    (f := fun i => branch (withField_isHermitian hD c z) i - branch hD i)
    (fun i _ => sub_nonneg.mpr ((lo_to_interlacing hD hc z).1 i)) (Finset.mem_univ k)

/-- If two consecutive squared frequencies without the field coincide, the lower-ranked of the
two is unchanged by the field. -/
theorem degenerate_branch_unshifted (hD : D.IsHermitian) {c : ℝ} (hc : 0 ≤ c)
    (z : Fin n → ℝ) (k : Fin n) (h : k.val + 1 < n)
    (hdeg : branch hD k = branch hD ⟨k.val + 1, h⟩) :
    branch (withField_isHermitian hD c z) k = branch hD k :=
  le_antisymm (((lo_to_interlacing hD hc z).2 k h).trans_eq hdeg.symm)
    ((lo_to_interlacing hD hc z).1 k)

end

end LOTOInterlacing
```

```lean
#print axioms LOTOInterlacing.lo_to_interlacing
#print axioms LOTOInterlacing.single_shift_le
#print axioms LOTOInterlacing.degenerate_branch_unshifted
```

```
'LOTOInterlacing.lo_to_interlacing' depends on axioms: [propext, Classical.choice, Quot.sound]
'LOTOInterlacing.single_shift_le' depends on axioms: [propext, Classical.choice, Quot.sound]
'LOTOInterlacing.degenerate_branch_unshifted' depends on axioms: [propext, Classical.choice, Quot.sound]
```

The matrices have type `Matrix (Fin n) (Fin n) ℝ`, and `Fin n` numbers the branches from $0$ to $n-1$. Over the reals, `IsHermitian` means symmetric. The definition `branch` sorts the eigenvalues in ascending order, and `mode` applies the same permutation to the orthonormal eigenvectors. Thus `branch hD k` is $t_k$, and `branch (withField_isHermitian hD c z) k` is $l_k$. The matrix $D'$ is `withField D c z`, in which `vecMulVec z z` is $zz^{\mathsf T}$.

The theorem `lo_to_interlacing` takes a symmetric `D`, a real `c` with `0 ≤ c` and any real `z`. Its first part is $t_k\le l_k$ for all `k`. Its second part is $l_k\le t_{k+1}$ for each `k` with a proof `h` that `k.val + 1 < n`; the index $k+1$ then appears as `⟨k.val + 1, h⟩`.

The proof follows the derivation:

- `mode_completeness` takes the completeness relation from Mathlib's eigenvector basis and reorders the sum. `energy_eq_sum` applies it to $x$ and $Ax$, and uses symmetry to move $A$ onto the eigenvector.
- `energy_bounds` compares the two sums term by term. Terms on the excluded side vanish by hypothesis; the others follow from the ordering of the eigenvalues and the non-negativity of squares.
- `exists_displacement` is the determinant argument. It returns $|x|^2>0$, the form in which the final division needs $x\neq0$.
- `withField_isHermitian` shows that $D'$ is symmetric, and `withField_energy` gives the added term $c\,(z\cdot x)^2$.

In `lo_to_interlacing`, each set of constraints is a single function of the row index, written with `if`. For the lower bound, row `k` is the zero row. For the upper bound, row `k` holds `z` and row `k + 1` is zero. The hypotheses `h1` and `h2` are the outer inequalities of each chain, `linarith` joins them, and `le_of_mul_le_mul_right` cancels $|x|^2$.

The consequences are `total_shift`, proved from the trace, `single_shift_le`, which bounds one non-negative term by the whole sum, and `degenerate_branch_unshifted`, which combines the two inequalities. The sum rule is stated for every real `c`; the other two require `0 ≤ c`.

## Exact arithmetic, real matrices and one field direction

The theorems concern exact real numbers. They give no error bound for a numerical eigensolver and say nothing about whether a particular program builds $D$, $c$ and $z$ correctly.

The rank-one form of the field term and the sign of $c$ are assumptions. The file derives neither from electrostatics, and it contains no Born charges, dielectric tensor or crystal symmetry. Each application concerns one matrix $D$ and one vector $z$, hence one direction $\hat q$; two directions are not compared with each other. Complex Hermitian dynamical matrices, as they occur at a general wave vector, are not covered, and neither are anharmonic shifts or damping.

Negative eigenvalues are allowed, so the inequalities also apply to a structure with unstable modes. They are stated for squared frequencies. A code that prints $\operatorname{sgn}(\lambda)\sqrt{|\lambda|}$ for an eigenvalue $\lambda$ preserves their order, but the sum rule and the bound on a single shift must be evaluated with the squared frequencies themselves.

The inequalities are not strict. A squared frequency may reappear unchanged in the second list because its mode does not couple to the field (its rank can then still change), because of a degeneracy, or because $c|z|^2=0$, so an unshifted frequency is not in itself a sign of an error.
